# Opposite branches of the two-beam dispersion hyperbola are closest at $x=0$, at distance $2C/\cos t$

## Reciprocal space as a Euclidean plane

A distance between tie points needs a metric, so a point $p$ of the diffraction plane is taken as a vector in `EuclideanSpace ℝ (Fin 2)`, where `dist` is the ordinary Euclidean distance. Its coordinates are $p_0=x$, along the reciprocal lattice vector, and $p_1=z$, perpendicular to it. The origin is the crossing point of the two asymptotes.

## Two coupled waves

Near a Bragg condition with Bragg angle $t$ (half the angle between the two beams), a forward wave of complex amplitude $D$ and a diffracted wave of amplitude $E$ are coupled. The signed distances of $p$ from the two asymptotes are

$$a=p_1\cos t+p_0\sin t,\qquad b=p_1\cos t-p_0\sin t,$$

and the field equations are

$$aD=CE,\qquad bE=CD.$$

The constant $C>0$ is a reciprocal length, proportional to the strength of the Fourier component of the crystal's scattering response that links the waves. Taking it real and equal in both equations describes a crystal without absorption, with phases absorbed into the amplitudes, for one polarisation state. Close to their intersection, the straight asymptotes replace the two spheres on which the tie points would lie if the waves were not coupled. The radius of these spheres includes the mean refraction of the crystal.

For a Schrödinger electron of speed $v$ in a weak periodic potential with Fourier component $V_g$, the same linearised equations hold with $C=|V_g|/(\hbar v)$. The minimal branch separation, a difference of wave vectors at fixed energy, is then the two-wave energy gap $2|V_g|$, taken at a fixed wave vector on the Bragg plane $x=0$, divided by $\hbar v\cos t$.

## What is claimed about the branches

The dispersion surface, whose points are called tie points, is the set of $p$ with

$$p_1^2\cos^2t-p_0^2\sin^2t=C^2.$$

Let $C>0$ and $0<t<\pi/2$, and let $p,q$ lie on this surface with $p_1>0$ and $q_1<0$. Then `branch_separation` states that their distance is at least $2C/\cos t$, with equality exactly when $p_0=q_0=0$.

In Lean, `dispersionSurface C t` is the set, `forwardDeviation` and `diffractedDeviation` are $a$ and $b$, and `IsTwoBeamField` says that $D$ and $E$ solve the field equations and are not both zero. The sign conditions on `p 1` and `q 1` select the branches. Absorption, further beams, the curvature of the spheres and the boundary conditions at a crystal face are not modelled.

## From the field equations to the gap

**The surface.** Multiplying the first field equation by $b$ and the second by $a$ gives

$$abD=C^2D,\qquad abE=C^2E.$$

One amplitude is nonzero, so $ab=C^2$, which is the surface equation. Conversely, if $ab=C^2$, then $D=C$, $E=a$ is a solution. Its normalised form is $(C,a)/\sqrt{C^2+a^2}$.

**The height of one point.** On the surface,

$$(|p_1|\cos t)^2=C^2+(p_0\sin t)^2\ge C^2.$$

Since $\cos t>0$, this gives $|p_1|\ge C/\cos t$. Equality means $p_0\sin t=0$, hence $p_0=0$, because $\sin t>0$.

**The distance between two points.** Write $d$ for the distance from $p$ to $q$. Then

$$d^2=(p_0-q_0)^2+(p_1-q_1)^2\ge(p_1-q_1)^2.$$

As $p_1-q_1>0$,

$$d\ge p_1-q_1=|p_1|+|q_1|\ge\frac{2C}{\cos t}.$$

If $d=2C/\cos t$, both heights must be minimal, so $p_0=q_0=0$. Conversely, if $p_0=q_0=0$, then $d=p_1-q_1=2C/\cos t$. The points $(0,\pm C/\cos t)$ satisfy the surface equation and attain the bound.

**Lines of constant height.** A line $p_1=z$ that meets the surface has $|z|\ge C/\cos t$ by the height bound. For such $z$, the choice $p_0=\sqrt{z^2\cos^2t-C^2}/\sin t$ gives a point on the surface.

**Equal amplitudes.** Taking moduli in the field equations gives $|a||D|=C|E|$ and $|b||E|=C|D|$. If $|D|=|E|$, this common value is nonzero, so $a^2=b^2=C^2$. With $ab=C^2$,

$$4p_0^2\sin^2t=(a-b)^2=a^2+b^2-2ab=0,$$

and $p_0=0$. Conversely, $p_0=0$ gives $a=b$, so $a^2=C^2$, $|a|=C$ and $|D|=|E|$. The branch separation is therefore minimal exactly when the two waves are equally strong at both tie points.

## The Lean file

```lean
import Mathlib

open Real

namespace TwoBeamDispersionSurface

noncomputable section

/-- The plane of diffraction in reciprocal space; `p 0` is the coordinate `x` and `p 1` is the
coordinate `z` of a point `p`. -/
abbrev Plane := EuclideanSpace ℝ (Fin 2)

/-- The two-beam dispersion surface with coupling `C` and angle `t`. -/
def dispersionSurface (C t : ℝ) : Set Plane :=
  {p | p 1 ^ 2 * cos t ^ 2 - p 0 ^ 2 * sin t ^ 2 = C ^ 2}

/-- Signed distance of a point from the asymptote belonging to the forward wave. -/
def forwardDeviation (t : ℝ) (p : Plane) : ℝ := p 1 * cos t + p 0 * sin t

/-- Signed distance of a point from the asymptote belonging to the diffracted wave. -/
def diffractedDeviation (t : ℝ) (p : Plane) : ℝ := p 1 * cos t - p 0 * sin t

/-- The amplitudes `D` (forward) and `E` (diffracted) are not both zero and solve the two-beam
field equations at the point `p`. -/
def IsTwoBeamField (C t : ℝ) (p : Plane) (D E : ℂ) : Prop :=
  (D ≠ 0 ∨ E ≠ 0) ∧ (forwardDeviation t p : ℂ) * D = (C : ℂ) * E ∧
    (diffractedDeviation t p : ℂ) * E = (C : ℂ) * D

/-- The two-beam field equations have a nonzero solution at a point exactly when the point lies
on the dispersion surface. -/
theorem exists_field_iff {C t : ℝ} (hC : 0 < C) (p : Plane) :
    (∃ D E : ℂ, IsTwoBeamField C t p D E) ↔ p ∈ dispersionSurface C t := by
  constructor
  · rintro ⟨D, E, hne, h1, h2⟩
    -- eliminating one amplitude leaves the secular equation times the other
    have key : (forwardDeviation t p : ℂ) * (diffractedDeviation t p : ℂ) - (C : ℂ) ^ 2 = 0 := by
      rcases hne with h | h
      · refine (mul_eq_zero.1 ?_).resolve_right h
        linear_combination (diffractedDeviation t p : ℂ) * h1 + (C : ℂ) * h2
      · refine (mul_eq_zero.1 ?_).resolve_right h
        linear_combination (forwardDeviation t p : ℂ) * h2 + (C : ℂ) * h1
    have real_key : forwardDeviation t p * diffractedDeviation t p - C ^ 2 = 0 := by
      exact_mod_cast key
    unfold forwardDeviation diffractedDeviation at real_key
    show p 1 ^ 2 * cos t ^ 2 - p 0 ^ 2 * sin t ^ 2 = C ^ 2
    linear_combination real_key
  · intro hp
    have h : p 1 ^ 2 * cos t ^ 2 - p 0 ^ 2 * sin t ^ 2 = C ^ 2 := hp
    have h' : diffractedDeviation t p * forwardDeviation t p = C * C := by
      unfold forwardDeviation diffractedDeviation
      linear_combination h
    exact ⟨C, forwardDeviation t p, Or.inl (by exact_mod_cast hC.ne'), by ring,
      by exact_mod_cast h'⟩

/-- Every point of the dispersion surface has `|z|` at least `C / cos t`, with equality exactly
at `x = 0`. -/
theorem height_bound {C t : ℝ} (hC : 0 < C) (ht0 : 0 < t) (ht1 : t < π / 2) {p : Plane}
    (hp : p ∈ dispersionSurface C t) :
    C / cos t ≤ |p 1| ∧ (|p 1| = C / cos t ↔ p 0 = 0) := by
  have hc : 0 < cos t := cos_pos_of_mem_Ioo ⟨by linarith, ht1⟩
  have hs : 0 < sin t := sin_pos_of_pos_of_lt_pi ht0 (by linarith)
  have h : p 1 ^ 2 * cos t ^ 2 - p 0 ^ 2 * sin t ^ 2 = C ^ 2 := hp
  have hsq : (|p 1| * cos t) ^ 2 = C ^ 2 + (p 0 * sin t) ^ 2 := by
    rw [mul_pow, sq_abs]
    linear_combination h
  have h0 : 0 ≤ |p 1| * cos t := by positivity
  rw [div_le_iff₀ hc, eq_div_iff hc.ne']
  refine ⟨(sq_le_sq₀ hC.le h0).1 (by linarith [sq_nonneg (p 0 * sin t)]), ?_, ?_⟩
  · intro he
    rw [he] at hsq
    have hz : (p 0 * sin t) ^ 2 = 0 := by linarith
    exact (mul_eq_zero.1 (pow_eq_zero_iff two_ne_zero |>.1 hz)).resolve_right hs.ne'
  · intro hx
    rw [hx] at hsq
    exact (sq_eq_sq₀ h0 hC.le).1 (by rw [hsq]; ring)

/-- Two points on opposite branches of the dispersion surface are at Euclidean distance at least
`2 C / cos t`, with equality exactly when both have `x = 0`. -/
theorem branch_separation {C t : ℝ} (hC : 0 < C) (ht0 : 0 < t) (ht1 : t < π / 2) {p q : Plane}
    (hp : p ∈ dispersionSurface C t) (hq : q ∈ dispersionSurface C t)
    (hpz : 0 < p 1) (hqz : q 1 < 0) :
    2 * C / cos t ≤ dist p q ∧ (dist p q = 2 * C / cos t ↔ p 0 = 0 ∧ q 0 = 0) := by
  obtain ⟨hp1, hp2⟩ := height_bound hC ht0 ht1 hp
  obtain ⟨hq1, hq2⟩ := height_bound hC ht0 ht1 hq
  rw [abs_of_pos hpz] at hp1 hp2
  rw [abs_of_neg hqz] at hq1 hq2
  have e : 2 * C / cos t = C / cos t + C / cos t := by ring
  have hd : dist p q ^ 2 = (p 0 - q 0) ^ 2 + (p 1 - q 1) ^ 2 := by
    rw [EuclideanSpace.dist_eq, Real.sq_sqrt (by positivity), Fin.sum_univ_two,
      Real.dist_eq, Real.dist_eq, sq_abs, sq_abs]
  -- the distance is at least the separation along z
  have hle : p 1 - q 1 ≤ dist p q :=
    (sq_le_sq₀ (by linarith) dist_nonneg).1 (by linarith [sq_nonneg (p 0 - q 0)])
  rw [e]
  refine ⟨by linarith, ?_, ?_⟩
  · intro h
    exact ⟨hp2.1 (by linarith), hq2.1 (by linarith)⟩
  · rintro ⟨hx, hy⟩
    have h1 := hp2.2 hx
    have h2 := hq2.2 hy
    have h3 : dist p q = p 1 - q 1 :=
      (sq_eq_sq₀ dist_nonneg (by linarith)).1 (by rw [hd, hx, hy]; ring)
    linarith

/-- The points `(0, C / cos t)` and `(0, -C / cos t)` lie on the dispersion surface, at distance
`2 C / cos t` from each other. -/
theorem vertices_attain {C t : ℝ} (hC : 0 < C) (ht0 : 0 < t) (ht1 : t < π / 2) :
    (!₂[0, C / cos t] : Plane) ∈ dispersionSurface C t ∧
    (!₂[0, -(C / cos t)] : Plane) ∈ dispersionSurface C t ∧
    dist (!₂[0, C / cos t] : Plane) !₂[0, -(C / cos t)] = 2 * C / cos t := by
  have hc : 0 < cos t := cos_pos_of_mem_Ioo ⟨by linarith, ht1⟩
  have hz : 0 < C / cos t := div_pos hC hc
  have hu : (!₂[0, C / cos t] : Plane) ∈ dispersionSurface C t := by
    show (C / cos t) ^ 2 * cos t ^ 2 - (0 : ℝ) ^ 2 * sin t ^ 2 = C ^ 2
    rw [div_pow, div_mul_cancel₀ _ (pow_ne_zero 2 hc.ne')]
    ring
  have hl : (!₂[0, -(C / cos t)] : Plane) ∈ dispersionSurface C t := by
    show (-(C / cos t)) ^ 2 * cos t ^ 2 - (0 : ℝ) ^ 2 * sin t ^ 2 = C ^ 2
    rw [neg_sq, div_pow, div_mul_cancel₀ _ (pow_ne_zero 2 hc.ne')]
    ring
  exact ⟨hu, hl, (branch_separation hC ht0 ht1 hu hl hz (neg_lt_zero.2 hz)).2.2 ⟨rfl, rfl⟩⟩

/-- A line of constant `z` meets the dispersion surface exactly when `|z|` is at least
`C / cos t`. -/
theorem line_meets_surface_iff {C t : ℝ} (hC : 0 < C) (ht0 : 0 < t) (ht1 : t < π / 2) (z : ℝ) :
    (∃ x : ℝ, (!₂[x, z] : Plane) ∈ dispersionSurface C t) ↔ C / cos t ≤ |z| := by
  have hc : 0 < cos t := cos_pos_of_mem_Ioo ⟨by linarith, ht1⟩
  have hs : 0 < sin t := sin_pos_of_pos_of_lt_pi ht0 (by linarith)
  constructor
  · rintro ⟨x, hx⟩
    exact (height_bound hC ht0 ht1 hx).1
  · intro h
    rw [div_le_iff₀ hc] at h
    have h2 := pow_le_pow_left₀ hC.le h 2
    rw [mul_pow, sq_abs] at h2
    refine ⟨√(z ^ 2 * cos t ^ 2 - C ^ 2) / sin t, ?_⟩
    show z ^ 2 * cos t ^ 2 - (√(z ^ 2 * cos t ^ 2 - C ^ 2) / sin t) ^ 2 * sin t ^ 2 = C ^ 2
    rw [div_pow, Real.sq_sqrt (by linarith), div_mul_cancel₀ _ (pow_ne_zero 2 hs.ne')]
    ring

/-- The forward and diffracted waves of a two-beam field have amplitudes of equal modulus exactly
when the point has `x = 0`. -/
theorem equal_amplitudes_iff {C t : ℝ} (hC : 0 < C) (ht0 : 0 < t) (ht1 : t < π / 2) {p : Plane}
    {D E : ℂ} (h : IsTwoBeamField C t p D E) : ‖D‖ = ‖E‖ ↔ p 0 = 0 := by
  have hs : 0 < sin t := sin_pos_of_pos_of_lt_pi ht0 (by linarith)
  have hp : p 1 ^ 2 * cos t ^ 2 - p 0 ^ 2 * sin t ^ 2 = C ^ 2 :=
    (exists_field_iff hC p).1 ⟨D, E, h⟩
  obtain ⟨hne, h1, h2⟩ := h
  have n1 := congrArg norm h1
  have n2 := congrArg norm h2
  simp only [norm_mul, Complex.norm_real, Real.norm_eq_abs, abs_of_pos hC] at n1 n2
  constructor
  · intro he
    have hr : ‖E‖ ≠ 0 := by
      rcases hne with h | h
      · rw [← he]
        exact norm_ne_zero_iff.2 h
      · exact norm_ne_zero_iff.2 h
    rw [he] at n1 n2
    -- both deviations have modulus C and product C ^ 2, so they coincide
    have a1 : forwardDeviation t p ^ 2 = C ^ 2 := by
      rw [← sq_abs, mul_right_cancel₀ hr n1]
    have a2 : diffractedDeviation t p ^ 2 = C ^ 2 := by
      rw [← sq_abs, mul_right_cancel₀ hr n2]
    unfold forwardDeviation at a1
    unfold diffractedDeviation at a2
    have hz : (p 0 * sin t) ^ 2 = 0 := by
      linear_combination (1 / 4) * a1 + (1 / 4) * a2 - (1 / 2) * hp
    exact (mul_eq_zero.1 (pow_eq_zero_iff two_ne_zero |>.1 hz)).resolve_right hs.ne'
  · intro hx
    have a1 : |forwardDeviation t p| = C := by
      refine (sq_eq_sq₀ (abs_nonneg _) hC.le).1 ?_
      rw [sq_abs, ← hp, forwardDeviation, hx]
      ring
    rw [a1] at n1
    exact mul_left_cancel₀ hC.ne' n1

/-- Points on opposite branches that carry two-beam fields are at distance `2 C / cos t` exactly
when, at each of them, the forward and diffracted amplitudes have equal modulus. -/
theorem minimal_separation_iff_equal_amplitudes {C t : ℝ} (hC : 0 < C) (ht0 : 0 < t)
    (ht1 : t < π / 2) {p q : Plane} {D E D' E' : ℂ} (hp : IsTwoBeamField C t p D E)
    (hq : IsTwoBeamField C t q D' E') (hpz : 0 < p 1) (hqz : q 1 < 0) :
    dist p q = 2 * C / cos t ↔ ‖D‖ = ‖E‖ ∧ ‖D'‖ = ‖E'‖ := by
  rw [equal_amplitudes_iff hC ht0 ht1 hp, equal_amplitudes_iff hC ht0 ht1 hq]
  exact (branch_separation hC ht0 ht1 ((exists_field_iff hC p).1 ⟨D, E, hp⟩)
    ((exists_field_iff hC q).1 ⟨D', E', hq⟩) hpz hqz).2

end

end TwoBeamDispersionSurface
```

```lean
#print axioms TwoBeamDispersionSurface.branch_separation
#print axioms TwoBeamDispersionSurface.vertices_attain
#print axioms TwoBeamDispersionSurface.line_meets_surface_iff
#print axioms TwoBeamDispersionSurface.minimal_separation_iff_equal_amplitudes
```

```
'TwoBeamDispersionSurface.branch_separation' depends on axioms: [propext, Classical.choice, Quot.sound]
'TwoBeamDispersionSurface.vertices_attain' depends on axioms: [propext, Classical.choice, Quot.sound]
'TwoBeamDispersionSurface.line_meets_surface_iff' depends on axioms: [propext, Classical.choice, Quot.sound]
'TwoBeamDispersionSurface.minimal_separation_iff_equal_amplitudes' depends on axioms: [propext, Classical.choice, Quot.sound]
```

## How the proof follows the algebra

`exists_field_iff` eliminates one amplitude with `linear_combination`, in two cases according to which amplitude is nonzero. The resulting complex identity is cast back to the reals. The reverse direction supplies the unnormalised pair $(C,a)$.

`height_bound` rewrites the surface equation as `hsq`, the squared identity for $|p_1|\cos t$, and reads off both the bound and its equality case. `branch_separation` applies it to $p$ and $q$, removes the absolute values using the branch signs, and adds the two bounds. There `hd` is the squared distance formula and `hle` the comparison with the separation along $z$.

`vertices_attain` checks the two vertices and takes their distance from the equality case already proved. `line_meets_surface_iff` uses the height bound one way and the explicit square root the other. `equal_amplitudes_iff` takes norms of the field equations and combines the squares as above; `minimal_separation_iff_equal_amplitudes` then joins it to the distance theorem.

## Comparing squares with `sq_le_sq₀`

The decisive device is `sq_le_sq₀`: for nonnegative $u$ and $v$, it says that $u^2\le v^2$ is equivalent to $u\le v$. It turns the squared surface equation into a height bound, and the squared distance formula into $p_1-q_1\le d$. Its companion `sq_eq_sq₀` treats equality. Both require nonnegativity. For $p_1-q_1$ this follows from the branch signs, which are also what allows $|p_1|+|q_1|$ to be replaced by $p_1-q_1$. After `hd`, no square root in the distance needs to be handled.

## The same wording with pairs of reals

Had points been elements of `ℝ × ℝ`, `dist` would have meant $\max(|p_0-q_0|,|p_1-q_1|)$. The bound and its equality condition would still be true, since this maximum is also at least $p_1-q_1$ and equals it when $p_0=q_0=0$. But they would concern a distance that changes under rotation of the axes, and not the Euclidean length between tie points.
